# Translation covariance and basis monotonicity of ultrasoft projector overlaps in a finite plane-wave basis

When atoms move in a plane-wave calculation with ultrasoft pseudopotentials, the overlaps between projectors on the same atom can be kept from the previous geometry, provided the projectors are evaluated in reciprocal space and the Bloch vector, the set of plane waves and the form factors stay fixed. The file below proves this, together with the behaviour of the overlap operator under a rigid shift of all atoms, the fact that the matrix of projector overlaps cannot decrease, in the positive semidefinite order, under a nested enlargement of the basis, and a determinant identity.

In Lean 4 with Mathlib:

```lean
import Mathlib

open Matrix
open scoped ComplexOrder

namespace UltrasoftOverlap

noncomputable section

variable {d : ℕ} {ι : Type*}

/-- Real vectors in `d` dimensions, used for wave vectors and atomic positions. -/
abbrev Vec (d : ℕ) := Fin d → ℝ

/-- The structure-factor phase `exp(-i p·τ)` of wave vector `p` at position `τ`. -/
def phase (p τ : Vec d) : ℂ := Complex.exp (-(Complex.I * ((p ⬝ᵥ τ : ℝ) : ℂ)))

/-- The projector matrix `B(G,i) = f_i(k+G) exp(-i (k+G)·τ_i)` on the plane waves `G ∈ A`. -/
def projector (f : ι → Vec d → ℂ) (τ : ι → Vec d) (k : Vec d) (A : Finset (Vec d)) :
    Matrix A ι ℂ :=
  Matrix.of fun G i => f i (k + G.1) * phase (k + G.1) (τ i)

/-- The overlap operator `S_k = 1 + B q Bᴴ` in the plane-wave basis `A`, with augmentation
matrix `q`. -/
def overlap [Fintype ι] (f : ι → Vec d → ℂ) (τ : ι → Vec d) (q : Matrix ι ι ℂ) (k : Vec d)
    (A : Finset (Vec d)) : Matrix A A ℂ :=
  1 + projector f τ k A * q * (projector f τ k A)ᴴ

/-- The matrix `b_A = Bᴴ B` of projector overlaps in the plane-wave basis `A`. -/
def gram (f : ι → Vec d → ℂ) (τ : ι → Vec d) (k : Vec d) (A : Finset (Vec d)) :
    Matrix ι ι ℂ :=
  (projector f τ k A)ᴴ * projector f τ k A

/-- The diagonal matrix `U_s` with entries `exp(-i (k+G)·s)` for a displacement `s`. -/
def translation (k : Vec d) (A : Finset (Vec d)) (s : Vec d) : Matrix A A ℂ :=
  diagonal fun G => phase (k + G.1) s

/-- The phase at a displaced position is the product of the two phases. -/
theorem phase_add (p τ s : Vec d) : phase p (τ + s) = phase p τ * phase p s := by
  unfold phase
  rw [dotProduct_add, ← Complex.exp_add]
  congr 1
  push_cast
  ring

/-- The conjugate phase at `σ` times the phase at `τ` is the phase at `τ - σ`. -/
theorem star_phase_mul (p σ τ : Vec d) :
    star (phase p σ) * phase p τ = phase p (τ - σ) := by
  unfold phase
  rw [Complex.star_def, ← Complex.exp_conj, ← Complex.exp_add, dotProduct_sub]
  congr 1
  simp only [map_neg, map_mul, Complex.conj_I, Complex.conj_ofReal]
  push_cast
  ring

/-- The entry `b_ij` is the sum over `G ∈ A` of `conj f_i(k+G) f_j(k+G)` times the phase of
`k+G` at the relative position `τ_j - τ_i`. -/
theorem gram_apply (f : ι → Vec d → ℂ) (τ : ι → Vec d) (k : Vec d) (A : Finset (Vec d))
    (i j : ι) :
    gram f τ k A i j
      = ∑ G ∈ A, star (f i (k + G)) * f j (k + G) * phase (k + G) (τ j - τ i) := by
  refine Eq.trans ?_ (Finset.sum_coe_sort A _)
  unfold gram
  rw [Matrix.mul_apply]
  refine Finset.sum_congr rfl fun G _ => ?_
  simp only [conjTranspose_apply, projector, of_apply, star_mul']
  rw [← star_phase_mul (k + G.1) (τ i) (τ j)]
  ring

/-- For two projectors at the same position, `b_ij` is the sum over `G ∈ A` of
`conj f_i(k+G) f_j(k+G)`, in which no position appears. -/
theorem gram_same_site (f : ι → Vec d → ℂ) (τ : ι → Vec d) (k : Vec d) (A : Finset (Vec d))
    (i j : ι) (h : τ i = τ j) :
    gram f τ k A i j = ∑ G ∈ A, star (f i (k + G)) * f j (k + G) := by
  rw [gram_apply]
  refine Finset.sum_congr rfl fun G _ => ?_
  have h0 : phase (k + G) 0 = 1 := by simp [phase]
  rw [h, sub_self, h0, mul_one]

/-- The diagonal matrix `U_s` is unitary. -/
theorem translation_unitary (k : Vec d) (A : Finset (Vec d)) (s : Vec d) :
    translation k A s ∈ Matrix.unitaryGroup A ℂ := by
  rw [mem_unitaryGroup_iff', star_eq_conjTranspose, translation, diagonal_conjTranspose,
    diagonal_mul_diagonal, ← diagonal_one]
  congr 1
  funext G
  show star (phase (k + G.1) s) * phase (k + G.1) s = 1
  rw [star_phase_mul, sub_self]
  simp [phase]

/-- Shifting all positions by `s` multiplies the projector matrix from the left by `U_s`. -/
theorem projector_shift (f : ι → Vec d → ℂ) (τ : ι → Vec d) (k : Vec d) (A : Finset (Vec d))
    (s : Vec d) :
    projector f (fun i => τ i + s) k A = translation k A s * projector f τ k A := by
  ext G i
  simp only [projector, translation, diagonal_mul, of_apply, phase_add]
  ring

/-- A common shift `s` of all positions turns `S_k` into `U_s S_k U_sᴴ` and leaves `b_A`
unchanged. -/
theorem shift_covariance [Fintype ι] (f : ι → Vec d → ℂ) (τ : ι → Vec d) (q : Matrix ι ι ℂ)
    (k : Vec d) (A : Finset (Vec d)) (s : Vec d) :
    overlap f (fun i => τ i + s) q k A
        = translation k A s * overlap f τ q k A * (translation k A s)ᴴ ∧
      gram f (fun i => τ i + s) k A = gram f τ k A := by
  have hU : (translation k A s)ᴴ * translation k A s = 1 := by
    have h := mem_unitaryGroup_iff'.1 (translation_unitary k A s)
    rwa [star_eq_conjTranspose] at h
  have hU' : translation k A s * (translation k A s)ᴴ = 1 := by
    have h := mem_unitaryGroup_iff.1 (translation_unitary k A s)
    rwa [star_eq_conjTranspose] at h
  constructor
  · -- the identity part is fixed because `U Uᴴ = 1`
    unfold overlap
    rw [projector_shift, conjTranspose_mul, Matrix.mul_add, Matrix.add_mul, Matrix.mul_one, hU']
    simp only [Matrix.mul_assoc]
  · -- the factor `Uᴴ U` cancels between `Bᴴ` and `B`
    unfold gram
    rw [projector_shift, conjTranspose_mul, Matrix.mul_assoc,
      ← Matrix.mul_assoc (translation k A s)ᴴ, hU, Matrix.one_mul]

/-- Enlarging the basis from `A` to `A'` adds to `b_A` the matrix `b` of the new plane waves,
and the difference `b_{A'} - b_A` is positive semidefinite. -/
theorem gram_enlarge [Fintype ι] (f : ι → Vec d → ℂ) (τ : ι → Vec d) (k : Vec d)
    {A A' : Finset (Vec d)} (h : A ⊆ A') :
    gram f τ k A' = gram f τ k A + gram f τ k (A' \ A) ∧
      (gram f τ k A' - gram f τ k A).PosSemidef := by
  -- split the sum over plane waves into old and new ones
  have e : gram f τ k A' = gram f τ k A + gram f τ k (A' \ A) := by
    ext i j
    simp only [Matrix.add_apply, gram_apply]
    exact (Finset.sum_sdiff h).symm.trans (add_comm _ _)
  refine ⟨e, ?_⟩
  rw [e, add_sub_cancel_left]
  exact posSemidef_conjTranspose_mul_self (projector f τ k (A' \ A))

/-- Enlarging the basis leaves `b_A` unchanged exactly when every form factor vanishes at
`k+G` for all added plane waves `G`. -/
theorem gram_enlarge_eq_iff [Fintype ι] (f : ι → Vec d → ℂ) (τ : ι → Vec d) (k : Vec d)
    {A A' : Finset (Vec d)} (h : A ⊆ A') :
    gram f τ k A' = gram f τ k A ↔ ∀ G ∈ A' \ A, ∀ i, f i (k + G) = 0 := by
  have e := (gram_enlarge f τ k h).1
  constructor
  · intro h1 G hG i
    rw [e] at h1
    have h0 : gram f τ k (A' \ A) = 0 := by simpa using h1
    -- `Bᴴ B = 0` forces `B = 0`, and phases never vanish
    have hB : projector f τ k (A' \ A) = 0 := conjTranspose_mul_self_eq_zero.1 h0
    have h2 : f i (k + G) * phase (k + G) (τ i) = 0 := congrFun (congrFun hB ⟨G, hG⟩) i
    exact (mul_eq_zero.1 h2).resolve_right (Complex.exp_ne_zero _)
  · intro hz
    have h0 : gram f τ k (A' \ A) = 0 := by
      ext i j
      rw [gram_apply, Matrix.zero_apply]
      refine Finset.sum_eq_zero fun G hG => ?_
      rw [hz G hG j, mul_zero, zero_mul]
    rw [e, h0, add_zero]

/-- The determinant of `S_k` on the plane-wave space equals that of `1 + q b_A` on the
projector space. -/
theorem det_overlap [Fintype ι] [DecidableEq ι] (f : ι → Vec d → ℂ) (τ : ι → Vec d)
    (q : Matrix ι ι ℂ) (k : Vec d) (A : Finset (Vec d)) :
    (overlap f τ q k A).det = (1 + q * gram f τ k A).det := by
  unfold overlap gram
  rw [Matrix.mul_assoc, det_one_add_mul_comm (projector f τ k A), Matrix.mul_assoc]

end

end UltrasoftOverlap
```

```lean
#print axioms UltrasoftOverlap.gram_same_site
-- 'UltrasoftOverlap.gram_same_site' depends on axioms: [propext, Classical.choice, Quot.sound]
#print axioms UltrasoftOverlap.shift_covariance
-- 'UltrasoftOverlap.shift_covariance' depends on axioms: [propext, Classical.choice, Quot.sound]
#print axioms UltrasoftOverlap.gram_enlarge_eq_iff
-- 'UltrasoftOverlap.gram_enlarge_eq_iff' depends on axioms: [propext, Classical.choice, Quot.sound]
#print axioms UltrasoftOverlap.det_overlap
-- 'UltrasoftOverlap.det_overlap' depends on axioms: [propext, Classical.choice, Quot.sound]
```

## Four matrices and the statements about them

Wave vectors and positions are real vectors with d components, the type `Vec d`. The data are a Bloch vector k, a finite set A of vectors G (a `Finset (Vec d)`), and a finite set of projector channels, the type `ι`. Each channel i has a position τ_i and a form factor f_i, an arbitrary complex function of the wave vector. The augmentation matrix q is an arbitrary complex matrix over the channels. A star on a number denotes its complex conjugate (`star`), and ᴴ denotes the conjugate transpose of a matrix.

The function `phase p τ` is exp(−i p·τ) for a wave vector p and a position τ. With it the file defines the matrices `projector`, `overlap`, `gram` and, for a displacement vector s, `translation`:

B(G,i) = f_i(k+G) exp(−i (k+G)·τ_i)

S_k = 1 + B q Bᴴ

b_A = Bᴴ B

U_s(G,G) = exp(−i (k+G)·s), with zero off-diagonal entries

B has rows labelled by G ∈ A and columns labelled by channels. S_k and U_s are square over A, and b_A is square over the channels. In the code `G.1` is the vector underlying an element of A.

The theorem `gram_apply` gives each entry of b_A as a sum in which the positions enter only through τ_j − τ_i. Under the hypothesis `h : τ i = τ j`, `gram_same_site` states

(b_A)_ij = Σ_{G∈A} f_i(k+G)* f_j(k+G)

and the right-hand side does not contain τ. The theorem `translation_unitary` states that U_s is unitary. With τ+s for the configuration `fun i => τ i + s`, in which every channel is moved by the same s, `shift_covariance` states

S_k(τ+s) = U_s S_k(τ) U_sᴴ and b_A(τ+s) = b_A(τ)

For a second finite set A′ with `h : A ⊆ A'`, `gram_enlarge` states that b_{A′} = b_A + b_{A′∖A} and that b_{A′} − b_A is positive semidefinite. `PosSemidef` means that the matrix M is Hermitian and that xᴴ M x is real and non-negative for every complex vector x over the channels; `ComplexOrder` supplies this meaning of non-negative for a complex number. Under the same inclusion, `gram_enlarge_eq_iff` states that b_{A′} = b_A holds exactly when f_i(k+G) = 0 for every channel i and every G ∈ A′∖A. Finally `det_overlap` states

det S_k = det(1 + q b_A)

with the left determinant taken over plane waves and the right one over channels.

The statements remain true at the smallest sizes. For empty A the matrix b_A is zero and both determinants equal 1. For an empty set of channels S_k is the identity. For A′ = A the added matrix is zero and the condition on the form factors is vacuous.

## Plane waves, projectors and augmentation

In the ultrasoft scheme a pseudo-wavefunction is normalised with respect to an operator S = 1 + Σ_ij |β_i⟩ q_ij ⟨β_j|, where the β_i are atom-centred projector functions and q_ij accounts for the difference in norm between the all-electron and the smooth function inside the atomic core. For a vector c of plane-wave coefficients the normalisation reads cᴴ S_k c = 1, and the one-electron equations at fixed k form a generalised eigenvalue problem with S_k on the right-hand side.

The shape of B comes from the shift rule of the Fourier transform. Let β_i(r) = χ_i(r − τ_i), with χ_i a function centred at the origin, let Ω be the cell volume, and let |p⟩ be the plane wave Ω^(−1/2) exp(i p·r). With the integrals taken over all space, substituting r = r′ + τ_i gives

⟨p|β_i⟩ = Ω^(−1/2) ∫ exp(−i p·r) χ_i(r − τ_i) dr = exp(−i p·τ_i) · Ω^(−1/2) ∫ exp(−i p·r′) χ_i(r′) dr′

The last factor is f_i(p), and p = k+G gives B(G,i). The file does not carry out this integral. It takes the product form as the definition of `projector`, so the physical assumption that a projector moves rigidly with its atom is built in through f and τ being separate arguments. The definition fixes three conventions. The minus sign in the exponent makes B(G,i) the amplitude ⟨k+G|β_i⟩. The normalisation Ω^(−1/2), the radial transform and the angular factor are all contained in f_i. The identity matrix in `overlap` says that the plane waves are orthonormal over one cell. For reciprocal lattice vectors G, the entry (b_A)_ij is then the overlap over one cell of the Bloch sums Σ_R exp(i k·R) β_i(r − R) and Σ_R exp(i k·R) β_j(r − R), with R running over the lattice vectors, evaluated with only the plane waves in A. A channel label i stands for an atom together with its angular and radial indices, so that channels on one atom share one τ.

Several features of a real calculation are left free. The vectors G need not belong to a reciprocal lattice, and A need not be a sphere. In practice A consists of the reciprocal lattice vectors whose kinetic energy at k+G lies below a cutoff, and raising the cutoff at fixed k and fixed cell gives nested sets, which is the hypothesis A ⊆ A′. The matrix q is not required to be Hermitian or to couple only channels on one atom, as the physical one does, so the theorems do not assert that S_k is Hermitian, positive definite or invertible; `det_overlap` only implies that S_k is invertible exactly when 1 + q b_A is. They treat one k, a finite basis, scalar wavefunctions and translations only; rotations, cell deformations and the limit of a complete basis are not treated.

For a finite basis at one k, the shift result means that the eigenvalues and the determinant of S_k depend on relative positions only, and the enlargement result means that xᴴ b_A x cannot decrease with the cutoff. In particular the squared projector norm (b_A)_ii = Σ_{G∈A} |f_i(k+G)|² is non-decreasing. The direction in which det S_k moves depends on q. For a single channel with real q, the determinant identity reads det S_k = 1 + q b_A with b_A a non-negative number, and this decreases under enlargement when q is negative and some added form factor is non-zero.

## Phases and the entries of b_A

Two rules for the phase carry all the position dependence. Linearity of the dot product gives, for positions τ, σ and a displacement s,

exp(−i p·(τ+s)) = exp(−i p·τ) exp(−i p·s)

[exp(−i p·σ)]* exp(−i p·τ) = exp(+i p·σ − i p·τ) = exp(−i p·(τ−σ))

The second rule uses that p·σ is real. These are `phase_add` and `star_phase_mul`. Both proofs merge the exponentials with `Complex.exp_add`, reduce to equality of exponents by `congr 1`, and close with `ring`. In the second, `Complex.conj_I` flips the sign of i and `Complex.conj_ofReal` is the reality of p·σ.

Writing p = k+G, the matrix product is

(b_A)_ij = Σ_{G∈A} B(G,i)* B(G,j) = Σ_{G∈A} f_i(p)* f_j(p) [exp(−i p·τ_i)]* exp(−i p·τ_j)

and the second rule turns this into

(b_A)_ij = Σ_{G∈A} f_i(k+G)* f_j(k+G) exp(−i (k+G)·(τ_j − τ_i))

In `gram_apply` the product is expanded by `Matrix.mul_apply`, the sums are compared term by term, and `star_phase_mul` is applied at σ = τ_i, τ = τ_j. For τ_i = τ_j the relative position is zero and each phase equals 1, which is the step `h0` in `gram_same_site`.

## A common shift as a diagonal unitary

U_sᴴ U_s is diagonal with entries [exp(−i p·s)]* exp(−i p·s) = exp(−i p·0) = 1. For a square finite matrix U_sᴴ U_s = 1 suffices for unitarity, and this criterion, `mem_unitaryGroup_iff'`, opens the proof of `translation_unitary`; the diagonal entries are then handled by `star_phase_mul` with both positions equal to s.

The first phase rule gives

B(τ+s)(G,i) = f_i(p) exp(−i p·τ_i) exp(−i p·s) = U_s(G,G) B(τ)(G,i)

The extra factor depends on the row G and not on the column i, because s is the same for all channels. Hence B(τ+s) = U_s B(τ), which is `projector_shift`. With B = B(τ) and (U_s B)ᴴ = Bᴴ U_sᴴ,

S_k(τ+s) = 1 + U_s B q Bᴴ U_sᴴ = U_s U_sᴴ + U_s B q Bᴴ U_sᴴ = U_s (1 + B q Bᴴ) U_sᴴ

b_A(τ+s) = Bᴴ U_sᴴ U_s B = Bᴴ B = b_A(τ)

The proof of `shift_covariance` extracts the two products as `hU` (U_sᴴ U_s = 1) and `hU'` (U_s U_sᴴ = 1). The first half expands U_s (1 + B q Bᴴ) U_sᴴ and uses `hU'` on the identity term. The second half regroups the product so that `hU` cancels the middle pair. Since q sits untouched between B and Bᴴ, no property of it is used.

## Adding plane waves

If A ⊆ A′, then A′ is the disjoint union of A and A′∖A, and the entry formula splits accordingly:

Σ_{G∈A′} = Σ_{G∈A} + Σ_{G∈A′∖A}, so that b_{A′} = b_A + b_{A′∖A}

This is the step `e` in `gram_enlarge`, where `Finset.sum_sdiff h` is the only use of the inclusion. Let C be the projector matrix on the added set A′∖A. The difference is CᴴC, which is Hermitian, and for any vector x over the channels

xᴴ CᴴC x = (Cx)ᴴ(Cx) = Σ_{G∈A′∖A} |(Cx)_G|² ≥ 0

Mathlib provides this as `posSemidef_conjTranspose_mul_self`.

For the equality case, b_{A′} = b_A is equivalent to CᴴC = 0. The diagonal entries (CᴴC)_ii = Σ_{G∈A′∖A} |C(G,i)|² then vanish, so every C(G,i) is zero. As C(G,i) is f_i(k+G) times an exponential, which is never zero, f_i(k+G) = 0 follows. In `gram_enlarge_eq_iff` these steps are `conjTranspose_mul_self_eq_zero` and `Complex.exp_ne_zero`. Conversely, if the form factors vanish on the added set, every term in the entry formula for b_{A′∖A} contains the factor f_j(k+G) = 0, and `Finset.sum_eq_zero` finishes.

## From the plane-wave determinant to the channel determinant

Let X be a matrix with rows over A and columns over channels, and Y one of the opposite shape. Form the block matrix with first block row (1, −X) and second block row (Y, 1). Adding X times the second block row to the first makes it block triangular with diagonal blocks 1 + XY and 1. Subtracting Y times the first block row from the second gives diagonal blocks 1 and 1 + YX. Neither operation changes the determinant, so det(1 + XY) = det(1 + YX). Taking X = B and Y = q Bᴴ,

det(1 + B q Bᴴ) = det(1 + q Bᴴ B) = det(1 + q b_A)

The proof of `det_overlap` brackets the product as B (q Bᴴ), applies `det_one_add_mul_comm`, and rebrackets (q Bᴴ) B as q (Bᴴ B).

## Unequal shifts and sets that are not nested

The small examples that follow, like the earlier comments on eigenvalues and on the sign of q, rest on elementary reasoning and are not theorems of the file. All take d = 1, k = 0 and form factors equal to the constant 1. They are toy models that test the hypotheses and not physical systems: a constant form factor describes a point-like projector, and the first example starts with two independently movable channels at the same position.

Take two channels 0 and 1 at τ_0 = 0 and τ_1 = x, the basis A = {0, 1} and q the identity matrix. The diagonal entries of b_A are 2 for every x, while

(b_A)_01 = 1 + exp(−i x)

equals 2 at x = 0 and 0 at x = π. Without τ_i = τ_j the formula of `gram_same_site`, whose right-hand side is 2, fails at x = π. Going from x = 0 to x = π moves one channel only. At x = 0 the matrix S_k has 3 on the diagonal and 2 off it, with determinant 5, and at x = π it is 3 times the identity, with determinant 9. Conjugation by a unitary preserves the determinant, so no unitary relates the two, and since b_A changes as well, a shift that is not common to all channels can break both parts of `shift_covariance`. It need not do so: moving channel 1 from x = 0 to x = 2π leaves B, S_k and b_A unchanged.

For the inclusion take one channel, so that b_A is the number of elements of A. With A = {0, 1} and A′ = {2}, the difference b_{A′} − b_A is −1, which is negative, and b_A + b_{A′∖A} = 3 differs from b_{A′} = 1. With A = {1} and A′ = {−1}, the two numbers b_A and b_{A′} both equal 1 although the form factor is 1 on A′∖A, so the equivalence in `gram_enlarge_eq_iff` fails as well.
